# An even one-dimensional band, filled according to energy alone, carries no net current over a symmetric set of k-points

The theorem `even_band_current_eq_zero` concerns a single band on the real line with energy `e (-k) = e k`, sampled at a finite set `K` of k-points that contains `-k` whenever it contains `k`. If `e` has derivative `v k` at each point of `K`, then the sum of `occ (e k) * v k` over `K` is zero; here the derivative serves as the velocity, without factors of charge or ħ. The occupation `occ` may be any real function of the energy, so a Fermi function is allowed but not required. The proof specialises the many-band theorem `equilibrium_current_eq_zero` to one band with unit weights, writing each velocity as a linear map from ℝ to ℝ, and then evaluates the resulting identity at 1.

In Lean, a first try:

```lean
import Mathlib

open Finset

namespace TimeReversalCurrent

noncomputable section

/-- The current carried by occupations `f` and velocities `v` on the finite k-point set `K`. -/
def current {V M : Type*} [AddCommGroup M] [Module ℝ M]
    (K : Finset V) (f : V → ℝ) (v : V → M) : M :=
  ∑ k ∈ K, f k • v k

variable {V : Type*} [NormedAddCommGroup V] [NormedSpace ℝ V]

/-- If two bands are related by `e' (-k) = e k`, the velocity of the second at `-k` is
opposite to the velocity of the first at `k`. -/
theorem velocity_reversal {e e' : V → ℝ} {k : V} {v v' : V →L[ℝ] ℝ}
    (h : ∀ q, e' (-q) = e q) (hv : HasFDerivAt e v k) (hv' : HasFDerivAt e' v' (-k)) :
    v' = -v := by
  have hn : HasFDerivAt (fun q : V => -q) (-(ContinuousLinearMap.id ℝ V)) k :=
    (hasFDerivAt_id k).neg
  -- chain rule for the band read at reversed momentum
  have h1 : HasFDerivAt (fun q => e' (-q)) (v'.comp (-(ContinuousLinearMap.id ℝ V))) k :=
    HasFDerivAt.comp k hv' hn
  have h2 : (fun q => e' (-q)) = e := funext h
  rw [h2] at h1
  have h3 := h1.unique hv
  ext x
  have h4 := congrArg (fun L : V →L[ℝ] ℝ => L x) h3
  simp at h4 ⊢
  linarith

/-- Let time reversal permute the bands, `e (T b) (-k) = e b k`, and let the k-points and their
weights be symmetric under `k → -k`. Then occupations that depend on energy alone carry no
total current. -/
theorem equilibrium_current_eq_zero {B : Type*} [Fintype B] (T : Equiv.Perm B)
    (e : B → V → ℝ) (v : B → V → V →L[ℝ] ℝ) (K : Finset V) (w : V → ℝ) (occ : ℝ → ℝ)
    (hK : ∀ k ∈ K, -k ∈ K) (hw : ∀ k ∈ K, w (-k) = w k)
    (he : ∀ b k, e (T b) (-k) = e b k)
    (hv : ∀ b, ∀ k ∈ K, HasFDerivAt (e b) (v b k) k) :
    ∑ b, current K (fun k => w k * occ (e b k)) (v b) = 0 := by
  -- partner bands carry opposite currents
  have step : ∀ b, current K (fun k => w k * occ (e (T b) k)) (v (T b))
      = -current K (fun k => w k * occ (e b k)) (v b) := by
    intro b
    unfold current
    rw [← Finset.sum_neg_distrib]
    symm
    refine Finset.sum_nbij' (fun k => -k) (fun k => -k) hK hK (by simp) (by simp) ?_
    intro k hk
    change -((w k * occ (e b k)) • v b k)
      = (w (-k) * occ (e (T b) (-k))) • v (T b) (-k)
    rw [hw k hk, he b k, velocity_reversal (he b) (hv b k hk) (hv (T b) (-k) (hK k hk)),
      smul_neg]
  -- hence the total current equals its own negative
  have h : ∑ b, current K (fun k => w k * occ (e b k)) (v b)
      = -∑ b, current K (fun k => w k * occ (e b k)) (v b) := by
    calc ∑ b, current K (fun k => w k * occ (e b k)) (v b)
        = ∑ b, current K (fun k => w k * occ (e (T b) k)) (v (T b)) :=
          (Equiv.sum_comp T (fun b => current K (fun k => w k * occ (e b k)) (v b))).symm
      _ = ∑ b, -current K (fun k => w k * occ (e b k)) (v b) :=
          Finset.sum_congr rfl (fun b _ => step b)
      _ = _ := Finset.sum_neg_distrib _
  have h2 : (2 : ℝ) • ∑ b, current K (fun k => w k * occ (e b k)) (v b) = 0 := by
    rw [two_smul]
    exact eq_neg_iff_add_eq_zero.mp h
  exact (smul_eq_zero.mp h2).resolve_left two_ne_zero

/-- For a single even band in one dimension, the sum of `occ (e k) * e' k` over a symmetric
finite set of k-points vanishes. -/
theorem even_band_current_eq_zero (e v occ : ℝ → ℝ) (K : Finset ℝ)
    (hK : ∀ k ∈ K, -k ∈ K) (he : ∀ k, e (-k) = e k)
    (hv : ∀ k ∈ K, HasDerivAt e (v k) k) :
    current K (fun k => occ (e k)) v = 0 := by
  have h := equilibrium_current_eq_zero (B := Unit) (Equiv.refl Unit) (fun _ => e)
    (fun _ k => v k • ContinuousLinearMap.id ℝ ℝ) K (fun _ => 1) occ hK
    (fun _ _ => rfl) (fun _ k => he k) (by
      intro _ k hk
      convert (hv k hk).hasFDerivAt using 1
      ext
      simp)
  have h1 := congrArg (fun L : ℝ →L[ℝ] ℝ => L 1) h
  simpa [current, ContinuousLinearMap.sum_apply] using h1

end

end TimeReversalCurrent
```

The compiler's answer:

```
Main.lean:78:40: error: unsolved goals
case e'_5
e v occ : ℝ → ℝ
K : Finset ℝ
hK : ∀ k ∈ K, -k ∈ K
he : ∀ (k : ℝ), e (-k) = e k
hv : ∀ k ∈ K, HasDerivAt e (v k) k
b✝ : Unit
k : ℝ
hk : k ∈ K
e_4✝ :
  Real.normedAddCommGroup.toAddCommGroup = DenselyNormedField.toNontriviallyNormedField.toDivisionRing.toAddCommGroup
⊢ RCLike.toInnerProductSpaceReal.toModule = Semiring.toModule

case e'_12
e v occ : ℝ → ℝ
K : Finset ℝ
hK : ∀ k ∈ K, -k ∈ K
he : ∀ (k : ℝ), e (-k) = e k
hv : ∀ k ∈ K, HasDerivAt e (v k) k
b✝ : Unit
k : ℝ
hk : k ∈ K
e_4✝ :
  Real.normedAddCommGroup.toAddCommGroup = DenselyNormedField.toNontriviallyNormedField.toDivisionRing.toAddCommGroup
he✝ : RCLike.toInnerProductSpaceReal.toModule = Semiring.toModule
⊢ v k • ContinuousLinearMap.id ℝ ℝ = ContinuousLinearMap.toSpanSingleton ℝ (v k)
Main.lean:84:18: warning: `ContinuousLinearMap.sum_apply` has been deprecated: Use `_root_.sum_apply` instead

Note: The updated constant is in a different namespace. Dot notation may need to be changed (e.g., from `x.sum_apply` to `_root_.sum_apply x`).
```

What went wrong. The error is in the proof that the band has the stated derivative. The attempt writes that derivative as `v k • ContinuousLinearMap.id ℝ ℝ`, while `(hv k hk).hasFDerivAt` gives `ContinuousLinearMap.toSpanSingleton ℝ (v k)`. Both are multiplication by `v k`, but they are different expressions, and `convert` was meant to reduce the mismatch to an equation between them.

It also asked for equalities between the additive-group and module structures on ℝ found on the two sides. The single `ext` and `simp` that follow dealt only with the first goal, the additive-group one. The module equality and the equation between the two maps were left unsolved, and these are the two goals in the message.

The repair passes `ContinuousLinearMap.toSpanSingleton ℝ (v k)` to the general theorem from the start. `(hv k hk).hasFDerivAt` then serves directly as the proof, and without `convert` none of these goals arises.

Replacing `ContinuousLinearMap.sum_apply` by `_root_.sum_apply` is mere tidying: it answers a deprecation warning, not the error.

As a diff, the version that Lean accepts:

```diff
@@ -75,12 +75,8 @@
     current K (fun k => occ (e k)) v = 0 := by
   have h := equilibrium_current_eq_zero (B := Unit) (Equiv.refl Unit) (fun _ => e)
-    (fun _ k => v k • ContinuousLinearMap.id ℝ ℝ) K (fun _ => 1) occ hK
-    (fun _ _ => rfl) (fun _ k => he k) (by
-      intro _ k hk
-      convert (hv k hk).hasFDerivAt using 1
-      ext
-      simp)
+    (fun _ k => ContinuousLinearMap.toSpanSingleton ℝ (v k)) K (fun _ => 1) occ hK
+    (fun _ _ => rfl) (fun _ k => he k) (fun _ k hk => (hv k hk).hasFDerivAt)
   have h1 := congrArg (fun L : ℝ →L[ℝ] ℝ => L 1) h
-  simpa [current, ContinuousLinearMap.sum_apply] using h1
+  simpa [current, _root_.sum_apply] using h1
 
 end
```
